# A site whose term vanishes can be dropped from a sum over sites

Take a finite set of sites and a complex number `g i` for each site, for instance the site-by-site contributions to an inner product. If the number at one site `s` is zero, the sum over all sites equals the sum over the sites other than `s`. Nothing else is assumed about `g`, and no Hamiltonian or normalisation enters. In Lean the right-hand sum runs over the subtype `{i // i ≠ s}`, a type of its own. The attempt splits the term at `s` off the full sum (`h1`), turns the sum over `Finset.univ.erase s` into one over the subtype (`h2`), and rewrites with both.

In Lean, a first try:

```lean
import Mathlib

open Matrix

namespace SiteRemovalInterlacing

noncomputable section

variable {n : Type*} [Fintype n] [DecidableEq n]

/-- A sum over all sites whose term at `s` vanishes is a sum over the remaining sites. -/
theorem sum_remaining_sites (s : n) (g : n → ℂ) (hg : g s = 0) :
    ∑ i, g i = ∑ i : {i // i ≠ s}, g i := by
  have h1 := Finset.add_sum_erase Finset.univ g (Finset.mem_univ s)
  have h2 := Finset.sum_subtype (p := fun i => i ≠ s) (Finset.univ.erase s) (by simp) g
  rw [← h1, hg, zero_add, h2]

end

end SiteRemovalInterlacing
```

The error:

```
Main.lean:15:13: error: don't know how to synthesize implicit argument `F`
  @Finset.sum_subtype n ℂ Complex.instAddCommMonoid (fun i => i ≠ s) ?m.39 (Finset.univ.erase s)
    (of_eq_true
      (Eq.trans
        (forall_congr fun x =>
          Eq.trans
            (congrFun'
              (congrArg Iff
                (Eq.trans Finset.mem_erase._simp_1
                  (Eq.trans (congrArg (And ¬x = s) (Finset.mem_univ._simp_1 x)) (and_true ¬x = s))))
              ¬x = s)
            (iff_self ¬x = s))
        (implies_true n)))
    g
context:
n : Type u_1
inst✝¹ : Fintype n
inst✝ : DecidableEq n
s : n
g : n → ℂ
hg : g s = 0
h1 : g s + ∑ x ∈ Finset.univ.erase s, g x = ∑ x, g x
⊢ Fintype { i // i ≠ s }
Main.lean:15:7: error: failed to infer `have` declaration type
Main.lean:13:42: error: unsolved goals
n : Type u_1
inst✝¹ : Fintype n
inst✝ : DecidableEq n
s : n
g : n → ℂ
hg : g s = 0
h1 : g s + ∑ x ∈ Finset.univ.erase s, g x = ∑ x, g x
⊢ ∑ i, g i = ∑ i, g ↑i
```

Diagnosis. The first message is the root of the failure. `Finset.sum_subtype` needs a `Fintype` structure on the subtype, to say what the sum over it means, and takes it as an ordinary implicit argument `F`. Lean does not fill such an argument by instance search; it has to be fixed by unification. In `have h2 := ...` no type is stated for the result, and the arguments given don't mention `F`, so it stays unknown.

The other two messages follow from this: the type of `h2` can't be inferred, and the theorem's goal is left unproved.

In the repair, `rw [← h1, hg, zero_add]` first reduces the left side to the sum over `Finset.univ.erase s`. The lemma is then given by `exact`, so its conclusion is matched with the goal, whose right-hand sum already carries a `Fintype` structure, and this fixes `F`. The same match supplies `p`, so `(p := ...)` can go. Writing `fun i => by simp` for `by simp` is mere tidying, as the first message shows that `simp` had already proved the membership condition.

The change, after which it compiles:

```diff
@@ -13,6 +13,6 @@
     ∑ i, g i = ∑ i : {i // i ≠ s}, g i := by
   have h1 := Finset.add_sum_erase Finset.univ g (Finset.mem_univ s)
-  have h2 := Finset.sum_subtype (p := fun i => i ≠ s) (Finset.univ.erase s) (by simp) g
-  rw [← h1, hg, zero_add, h2]
+  rw [← h1, hg, zero_add]
+  exact Finset.sum_subtype (Finset.univ.erase s) (fun i => by simp) g
 
 end
```
